# Relative entropy of finite-dimensional density matrices is non-negative

## An upper bound on the free energy

In a thermal mean-field calculation, the exact Gibbs state of a Hamiltonian H is replaced by a simpler trial density matrix ρ, and the parameters of ρ are varied to lower

F[ρ] = Tr ρH + k_B T Tr ρ log ρ,

where T > 0 is the temperature and k_B is Boltzmann's constant. Minimising is sensible because F[ρ] never lies below the exact free energy F = −k_B T log Z, with Z = Tr exp(−H/k_B T).

To see this, let σ = exp(−H/k_B T)/Z be the Gibbs state. Then log σ = −H/k_B T − log Z, and since Tr ρ = 1,

k_B T Tr ρ(log ρ − log σ) = F[ρ] − F.

The bound therefore rests on the sign of the relative entropy Tr ρ(log ρ − log σ). Klein's inequality says that it is non-negative. For a Hamiltonian in a finite basis, such as a finite lattice of spins or the electrons of a molecule in a finite orbital set, this gives the variational principle behind thermal Hartree–Fock, where H includes the term −μN (chemical potential times particle number) if the particle number fluctuates.

## The inequality in two eigenbases

Write the two density matrices in spectral form,

ρ = V diag(p) V†,  σ = W diag(q) W†,

where V and W are unitary, their columns are the eigenvectors, and p and q are the eigenvalues. Both p and q are probability vectors. Every q_j is strictly positive, so σ gives some weight to every state, as a Gibbs state at T > 0 does. Eigenvalues of ρ may vanish, with 0 log 0 = 0.

The overlap matrix U = V†W is unitary, and |U_ij|² is the transition probability between eigenvector i of ρ and eigenvector j of σ. The relative entropy becomes

D = ∑_i p_i log p_i − ∑_ij p_i |U_ij|² log q_j.

The result is D ≥ 0, with D = 0 exactly when diag(p) U = U diag(q), which is the same as ρ = σ.

## How the Lean statement encodes the states

The letter `n` is a finite index type, not a number; its elements label the eigenvectors. `spectralOp V f` is V diag(f) V†, with `ᴴ` for the dagger. `relEntropy p q U` is D, with natural logarithms.

The theorem `klein_inequality` takes `p0` and `hp` (p is non-negative and sums to one), `q0` and `hq` (q is positive and sums to one) and `hU` (U is unitary), and concludes D ≥ 0. `relEntropy_eq_zero_iff` gives the equality case under the same hypotheses.

`klein_inequality_operator` states both facts for the trace. There, log ρ is `spectralOp V` applied to the logarithms of the eigenvalues, and log σ is built likewise with W. Where p_i = 0, Lean's value log 0 = 0 is multiplied by p_i and has no effect. The statement takes the real part `.re` because a complex matrix has a complex trace; `trace_eq_relEntropy` shows that this trace is real, so nothing is lost.

The spectral data are inputs. To apply the theorem to a density matrix given by its entries, one first diagonalises it, which the spectral theorem allows. Infinite-dimensional spaces are excluded by the finite index type.

## Derivation from a tangent line

**A bound for two numbers.** Let x > 0 and y > 0. The logarithm lies below its tangent at 1, so

log(y/x) ≤ y/x − 1,

with equality only for y = x. Multiplying by x and rearranging gives

x log x − x log y ≥ x − y.

For x = 0 this reads 0 ≥ −y, which holds strictly. So for x ≥ 0 and y > 0 the bound is strict unless x = y.

This is the tangent-line bound for the convex function x log x. Klein's name is also attached to a trace inequality for general convex functions, which is a wider statement than the one derived here.

**Unit row and column sums.** From UU† = 1 and U†U = 1, the diagonal entries give

∑_j |U_ij|² = 1 for each i,  ∑_i |U_ij|² = 1 for each j.

**D as a weighted sum of gaps.** Define

g_ij = p_i log p_i − p_i log q_j − (p_i − q_j).

Summing with the weights |U_ij|², the first term gives ∑_i p_i log p_i by the row sums, and the second gives the cross term of D. The last two give −∑_i p_i + ∑_j q_j = −1 + 1 = 0. Hence

D = ∑_ij |U_ij|² g_ij.

**Sign and equality.** Each g_ij ≥ 0 by the scalar bound, so D ≥ 0. If D = 0, every term vanishes: for each pair, U_ij = 0 or p_i = q_j. In both cases

p_i U_ij = U_ij q_j,

which is diag(p) U = U diag(q) in components. Conversely, this relation forces p_i = q_j wherever U_ij ≠ 0, where g_ij is then zero, so D = 0.

**Back to operators.** By cyclicity of the trace,

Tr ρ log σ = Tr diag(p) U diag(log q) U† = ∑_ij p_i |U_ij|² log q_j.

The same computation with σ replaced by ρ has overlap matrix V†V = 1 and gives Tr ρ log ρ = ∑_i p_i log p_i. The difference is D.

Finally, multiply diag(p) V†W = V†W diag(q) by V on the left and W† on the right. Since WW† = VV† = 1, the result is ρ = σ. Multiplying ρ = σ by V† on the left and W on the right leads back.

## A state with weight where σ has none

Suppose that q_j > 0 is weakened to q_j ≥ 0. Take two levels, U = 1, p = (1/2, 1/2) and q = (1, 0). The relative entropy is then infinite in physics, but Lean sets log 0 = 0, and the formula returns

D = −log 2 < 0.

What this example violates is the condition that ρ has no weight on the null space of σ, which is weaker than full rank of σ.

## The complete Lean source

```lean
import Mathlib

open Matrix

namespace KleinInequality

noncomputable section

variable {n : Type*} [Fintype n] [DecidableEq n]

/-- The operator `V diag(f) V†`; for unitary `V` it has the columns of `V` as eigenvectors
and the real numbers `f i` as eigenvalues. -/
def spectralOp (V : Matrix n n ℂ) (f : n → ℝ) : Matrix n n ℂ :=
  V * diagonal (fun i => (f i : ℂ)) * Vᴴ

/-- Relative entropy in eigenbases: `∑ p_i log p_i - ∑ p_i |U_ij|² log q_j`, for `p_i ≥ 0`
and `q_j > 0`, with the convention `0 log 0 = 0`. -/
def relEntropy (p q : n → ℝ) (U : Matrix n n ℂ) : ℝ :=
  ∑ i, p i * Real.log (p i) - ∑ i, ∑ j, p i * ‖U i j‖ ^ 2 * Real.log (q j)

/-- For distinct numbers `x ≥ 0` and `y > 0`, `x log x - x log y` is strictly larger
than `x - y`. -/
theorem scalar_klein_lt {x y : ℝ} (hx : 0 ≤ x) (hy : 0 < y) (hne : x ≠ y) :
    x - y < x * Real.log x - x * Real.log y := by
  rcases hx.eq_or_lt with h0 | hpos
  · rw [← h0]
    simp only [zero_mul]
    linarith
  · -- the tangent-line bound for the logarithm at the ratio y / x
    have hr : y / x ≠ 1 := by
      intro h
      rw [div_eq_one_iff_eq hpos.ne'] at h
      exact hne h.symm
    have h := Real.log_lt_sub_one_of_pos (div_pos hy hpos) hr
    rw [Real.log_div hy.ne' hpos.ne'] at h
    have h2 := mul_lt_mul_of_pos_left h hpos
    have h3 : x * (y / x - 1) = y - x := by field_simp
    rw [h3] at h2
    linarith

/-- For `x ≥ 0` and `y > 0`, `x log x - x log y` is at least `x - y`. -/
theorem scalar_klein_le {x y : ℝ} (hx : 0 ≤ x) (hy : 0 < y) :
    x - y ≤ x * Real.log x - x * Real.log y := by
  by_cases h : x = y
  · rw [h]
    linarith
  · exact (scalar_klein_lt hx hy h).le

/-- The transition probabilities `|U_ij|²` of a unitary matrix sum to one along every row
and along every column. -/
theorem unitary_weights {U : Matrix n n ℂ} (hU : U ∈ unitaryGroup n ℂ) :
    (∀ i, ∑ j, ‖U i j‖ ^ 2 = 1) ∧ (∀ j, ∑ i, ‖U i j‖ ^ 2 = 1) := by
  constructor
  · intro i
    have h := congrFun (congrFun (mem_unitaryGroup_iff.mp hU) i) i
    rw [Matrix.mul_apply, Matrix.one_apply_eq] at h
    have hc : ((∑ j, ‖U i j‖ ^ 2 : ℝ) : ℂ) = 1 := by
      refine Eq.trans ?_ h
      push_cast
      exact Finset.sum_congr rfl fun j _ => (Complex.mul_conj' (U i j)).symm
    exact_mod_cast hc
  · intro j
    have h := congrFun (congrFun (mem_unitaryGroup_iff'.mp hU) j) j
    rw [Matrix.mul_apply, Matrix.one_apply_eq] at h
    have hc : ((∑ i, ‖U i j‖ ^ 2 : ℝ) : ℂ) = 1 := by
      refine Eq.trans ?_ h
      push_cast
      exact Finset.sum_congr rfl fun i _ => (Complex.conj_mul' (U i j)).symm
    exact_mod_cast hc

/-- For normalised `p` and `q` and unitary `U`, the relative entropy is the sum of the scalar gaps
`p_i log p_i - p_i log q_j - (p_i - q_j)` with weights `|U_ij|²`. -/
theorem relEntropy_eq_sum {p q : n → ℝ} {U : Matrix n n ℂ} (hp : ∑ i, p i = 1)
    (hq : ∑ j, q j = 1) (hU : U ∈ unitaryGroup n ℂ) :
    relEntropy p q U = ∑ i, ∑ j, ‖U i j‖ ^ 2 *
      (p i * Real.log (p i) - p i * Real.log (q j) - (p i - q j)) := by
  obtain ⟨hrow, hcol⟩ := unitary_weights hU
  have h1 : ∀ f : n → ℝ, ∑ i, ∑ j, ‖U i j‖ ^ 2 * f i = ∑ i, f i := by
    intro f
    refine Finset.sum_congr rfl fun i _ => ?_
    rw [← Finset.sum_mul, hrow, one_mul]
  have h2 : ∑ i, ∑ j, ‖U i j‖ ^ 2 * q j = ∑ j, q j := by
    rw [Finset.sum_comm]
    refine Finset.sum_congr rfl fun j _ => ?_
    rw [← Finset.sum_mul, hcol, one_mul]
  have ha : ∑ i, ∑ j, ‖U i j‖ ^ 2 * (p i * Real.log (p i)) = ∑ i, p i * Real.log (p i) :=
    h1 fun i => p i * Real.log (p i)
  -- split the weighted sum into its four parts
  have h3 : ∑ i, ∑ j, ‖U i j‖ ^ 2 *
      (p i * Real.log (p i) - p i * Real.log (q j) - (p i - q j)) =
      ∑ i, ∑ j, ‖U i j‖ ^ 2 * (p i * Real.log (p i))
      - ∑ i, ∑ j, p i * ‖U i j‖ ^ 2 * Real.log (q j)
      - (∑ i, ∑ j, ‖U i j‖ ^ 2 * p i - ∑ i, ∑ j, ‖U i j‖ ^ 2 * q j) := by
    simp only [← Finset.sum_sub_distrib]
    refine Finset.sum_congr rfl fun i _ => Finset.sum_congr rfl fun j _ => ?_
    ring
  rw [h3, ha, h1 p, h2, hp, hq]
  unfold relEntropy
  ring

/-- Klein inequality in eigenbases: for probability vectors `p` and `q` with all `q_j > 0`
and a unitary `U`, the relative entropy is non-negative. -/
theorem klein_inequality {p q : n → ℝ} {U : Matrix n n ℂ} (p0 : ∀ i, 0 ≤ p i)
    (hp : ∑ i, p i = 1) (q0 : ∀ j, 0 < q j) (hq : ∑ j, q j = 1)
    (hU : U ∈ unitaryGroup n ℂ) : 0 ≤ relEntropy p q U := by
  rw [relEntropy_eq_sum hp hq hU]
  refine Finset.sum_nonneg fun i _ => Finset.sum_nonneg fun j _ => ?_
  exact mul_nonneg (sq_nonneg _) (by linarith [scalar_klein_le (p0 i) (q0 j)])

/-- Equality case: for probability vectors `p` and `q` with all `q_j > 0` and a unitary `U`,
the relative entropy vanishes exactly when `diag(p) U = U diag(q)`. -/
theorem relEntropy_eq_zero_iff {p q : n → ℝ} {U : Matrix n n ℂ} (p0 : ∀ i, 0 ≤ p i)
    (hp : ∑ i, p i = 1) (q0 : ∀ j, 0 < q j) (hq : ∑ j, q j = 1)
    (hU : U ∈ unitaryGroup n ℂ) :
    relEntropy p q U = 0 ↔
      diagonal (fun i => (p i : ℂ)) * U = U * diagonal (fun j => (q j : ℂ)) := by
  have hnn : ∀ i j, 0 ≤ ‖U i j‖ ^ 2 *
      (p i * Real.log (p i) - p i * Real.log (q j) - (p i - q j)) := fun i j =>
    mul_nonneg (sq_nonneg _) (by linarith [scalar_klein_le (p0 i) (q0 j)])
  rw [relEntropy_eq_sum hp hq hU,
    Finset.sum_eq_zero_iff_of_nonneg (fun i _ => Finset.sum_nonneg fun j _ => hnn i j)]
  constructor
  · -- every weighted gap vanishes, so p_i = q_j wherever U_ij is non-zero
    intro h
    ext i j
    rw [diagonal_mul, mul_diagonal]
    have hij := (Finset.sum_eq_zero_iff_of_nonneg (fun j _ => hnn i j)).mp
      (h i (Finset.mem_univ i)) j (Finset.mem_univ j)
    rcases mul_eq_zero.mp hij with h0 | h0
    · have hz : U i j = 0 := by simpa using h0
      simp [hz]
    · have he : p i = q j := by
        by_contra hne
        linarith [scalar_klein_lt (p0 i) (q0 j) hne]
      rw [he]
      exact mul_comm _ _
  · intro h i _
    refine Finset.sum_eq_zero fun j _ => ?_
    have hij := congrFun (congrFun h i) j
    rw [diagonal_mul, mul_diagonal] at hij
    by_cases hz : U i j = 0
    · simp [hz]
    · have hc : (p i : ℂ) = (q j : ℂ) := mul_right_cancel₀ hz (hij.trans (mul_comm _ _))
      have he : p i = q j := by exact_mod_cast hc
      rw [he]
      ring

/-- The trace of a product of two operators in spectral form is the sum of
`f_i |(V†W)_ij|² g_j`. -/
theorem trace_spectralOp_mul (V W : Matrix n n ℂ) (f g : n → ℝ) :
    trace (spectralOp V f * spectralOp W g) =
      ((∑ i, ∑ j, f i * ‖(Vᴴ * W) i j‖ ^ 2 * g j : ℝ) : ℂ) := by
  have h : trace (spectralOp V f * spectralOp W g) =
      trace (diagonal (fun i => (f i : ℂ)) * (Vᴴ * W) * diagonal (fun j => (g j : ℂ))
        * (Vᴴ * W)ᴴ) := by
    have e : spectralOp V f * spectralOp W g = V * (diagonal (fun i => (f i : ℂ)) *
        (Vᴴ * W) * diagonal (fun j => (g j : ℂ)) * Wᴴ) := by
      simp only [spectralOp, Matrix.mul_assoc]
    rw [e, Matrix.trace_mul_comm V, conjTranspose_mul, conjTranspose_conjTranspose]
    simp only [Matrix.mul_assoc]
  rw [h]
  generalize Vᴴ * W = U
  push_cast
  simp only [Matrix.trace, Matrix.diag_apply]
  refine Finset.sum_congr rfl fun i _ => ?_
  rw [Matrix.mul_apply]
  refine Finset.sum_congr rfl fun j _ => ?_
  rw [mul_diagonal, diagonal_mul, conjTranspose_apply]
  have hc : U i j * star (U i j) = (‖U i j‖ : ℂ) ^ 2 := Complex.mul_conj' _
  linear_combination ((f i : ℂ) * (g j : ℂ)) * hc

/-- For unitary `V` and any matrix `W`, the trace of `V diag(p) V†` times
`V diag(log p) V† - W diag(log q) W†` is the real number `relEntropy p q (V†W)`. -/
theorem trace_eq_relEntropy {V : Matrix n n ℂ} (hV : V ∈ unitaryGroup n ℂ)
    (W : Matrix n n ℂ) (p q : n → ℝ) :
    trace (spectralOp V p * (spectralOp V (fun i => Real.log (p i))
      - spectralOp W (fun j => Real.log (q j)))) = (relEntropy p q (Vᴴ * W) : ℂ) := by
  have hV1 : Vᴴ * V = 1 := mem_unitaryGroup_iff'.mp hV
  have h1 : ∑ i, ∑ j, p i * ‖(1 : Matrix n n ℂ) i j‖ ^ 2 * Real.log (p j) =
      ∑ i, p i * Real.log (p i) := by
    refine Finset.sum_congr rfl fun i _ => ?_
    rw [Finset.sum_eq_single i]
    · simp
    · intro j _ hj
      simp [Matrix.one_apply_ne hj.symm]
    · simp
  rw [mul_sub, Matrix.trace_sub, trace_spectralOp_mul, trace_spectralOp_mul, hV1, h1,
    ← Complex.ofReal_sub]
  rfl

/-- Klein inequality for density operators `ρ = V diag(p) V†` and `σ = W diag(q) W†`, with
`V`, `W` unitary, `p`, `q` probability vectors and all `q_j > 0`:
`Tr ρ (log ρ - log σ) ≥ 0`, with equality exactly when `ρ = σ`. -/
theorem klein_inequality_operator {V W : Matrix n n ℂ} {p q : n → ℝ}
    (hV : V ∈ unitaryGroup n ℂ) (hW : W ∈ unitaryGroup n ℂ) (p0 : ∀ i, 0 ≤ p i)
    (hp : ∑ i, p i = 1) (q0 : ∀ j, 0 < q j) (hq : ∑ j, q j = 1) :
    0 ≤ (trace (spectralOp V p * (spectralOp V (fun i => Real.log (p i))
        - spectralOp W (fun j => Real.log (q j))))).re ∧
    ((trace (spectralOp V p * (spectralOp V (fun i => Real.log (p i))
        - spectralOp W (fun j => Real.log (q j))))).re = 0 ↔
      spectralOp V p = spectralOp W q) := by
  have hV1 : Vᴴ * V = 1 := mem_unitaryGroup_iff'.mp hV
  have hV2 : V * Vᴴ = 1 := mem_unitaryGroup_iff.mp hV
  have hW1 : Wᴴ * W = 1 := mem_unitaryGroup_iff'.mp hW
  have hW2 : W * Wᴴ = 1 := mem_unitaryGroup_iff.mp hW
  -- the overlap matrix of two orthonormal bases is unitary
  have hU : Vᴴ * W ∈ unitaryGroup n ℂ := by
    rw [mem_unitaryGroup_iff, star_eq_conjTranspose, conjTranspose_mul,
      conjTranspose_conjTranspose]
    calc Vᴴ * W * (Wᴴ * V) = Vᴴ * (W * Wᴴ) * V := by simp only [Matrix.mul_assoc]
      _ = 1 := by rw [hW2, Matrix.mul_one, hV1]
  rw [trace_eq_relEntropy hV, Complex.ofReal_re]
  refine ⟨klein_inequality p0 hp q0 hq hU, ?_⟩
  rw [relEntropy_eq_zero_iff p0 hp q0 hq hU]
  unfold spectralOp
  generalize diagonal (fun i => (p i : ℂ)) = P
  generalize diagonal (fun j => (q j : ℂ)) = Q
  -- change of basis between the intertwining relation and equality of the operators
  constructor
  · intro h
    calc V * P * Vᴴ = V * P * Vᴴ * (W * Wᴴ) := by rw [hW2, Matrix.mul_one]
      _ = V * (P * (Vᴴ * W)) * Wᴴ := by simp only [Matrix.mul_assoc]
      _ = V * Vᴴ * (W * Q * Wᴴ) := by rw [h]; simp only [Matrix.mul_assoc]
      _ = W * Q * Wᴴ := by rw [hV2, Matrix.one_mul]
  · intro h
    calc P * (Vᴴ * W) = Vᴴ * V * (P * (Vᴴ * W)) := by rw [hV1, Matrix.one_mul]
      _ = Vᴴ * (V * P * Vᴴ) * W := by simp only [Matrix.mul_assoc]
      _ = Vᴴ * W * Q * (Wᴴ * W) := by rw [h]; simp only [Matrix.mul_assoc]
      _ = Vᴴ * W * Q := by rw [hW1, Matrix.mul_one]

end

end KleinInequality
```

```lean
#print axioms KleinInequality.trace_eq_relEntropy
#print axioms KleinInequality.klein_inequality_operator
```

```
'KleinInequality.trace_eq_relEntropy' depends on axioms: [propext, Classical.choice, Quot.sound]
'KleinInequality.klein_inequality_operator' depends on axioms: [propext, Classical.choice, Quot.sound]
```

## From the scalar bound to the operator theorem

`scalar_klein_lt` separates x = 0 from x > 0. In the second case it applies `Real.log_lt_sub_one_of_pos` to y/x, expands the logarithm of the quotient and multiplies by x. `scalar_klein_le` adds the case x = y.

`unitary_weights` reads off the diagonal entries of UU† = 1 and U†U = 1. These are complex equations, and `exact_mod_cast` turns them into real ones.

`relEntropy_eq_sum` is the rewriting of D as a weighted sum. Its step `h3` splits the double sum into four parts; `h1` evaluates sums of a function of i by the row sums, while `h2` exchanges the order of summation and uses the column sums.

With this identity, `klein_inequality` only has to show that each summand is a product of non-negative factors. For equality, `relEntropy_eq_zero_iff` applies `Finset.sum_eq_zero_iff_of_nonneg` first to the sum over i and then to the sum over j, so that each summand vanishes separately. `mul_eq_zero` then gives the two alternatives, and the strict scalar bound rules out p_i ≠ q_j in the second.

`trace_spectralOp_mul` carries out the trace computation for arbitrary matrices V and W, moving V around the trace with `Matrix.trace_mul_comm`. `trace_eq_relEntropy` uses it twice, once with both bases equal, where unitarity of V reduces the double sum to its diagonal.

`klein_inequality_operator` first checks that V†W is unitary, then transfers the two results for D to the trace. The closing `calc` blocks are the two multiplications that connect the intertwining relation with ρ = σ.
